# The velocity term of a one-projector Kleinman–Bylander potential has norm |D| times the position spread of its normalised projector

Let X be a bounded Hermitian position operator, b a unit vector, D a real number, and V = D|b⟩⟨b| the separable nonlocal potential with projector b and strength D. Write

m = ⟨b, Xb⟩,  u = Xb − m b,  W = i(VX − XV).

Then W, which in atomic units is the contribution of V to the velocity operator, is Hermitian, and its operator norm is exactly

‖W‖ = |D| ‖u‖.

Leaving V out of the velocity therefore changes a matrix element between unit vectors by at most |D| ‖u‖, and some pair of unit vectors reaches this value. If X is multiplication by real coordinates on a finite grid, ‖u‖ is the standard deviation of position in the density |b_i|². For optical matrix elements computed with the momentum in place of the full velocity, this limits the error due to a single projector in a finite model whose momentum is i(TX − XT), with T its kinetic energy matrix. A momentum discretised in another way can add an error of its own.

## From the commutator to the position spread

The inner product is linear in its second argument, so Vv = D⟨b,v⟩b and

Wv = iD(⟨b,Xv⟩b − ⟨b,v⟩Xb).

Since X is Hermitian, ⟨b,Xv⟩ = ⟨Xb,v⟩ and m is real. Insert Xb = u + m b:

Wv = iD(⟨u,v⟩b + m⟨b,v⟩b − ⟨b,v⟩u − m⟨b,v⟩b)

Wv = iD(⟨u,v⟩b − ⟨b,v⟩u).

The mean position has cancelled. Hermiticity can be read off by computing both sides:

⟨Wv,w⟩ = −iD(⟨v,u⟩⟨b,w⟩ − ⟨v,b⟩⟨u,w⟩)

⟨v,Ww⟩ = iD(⟨u,w⟩⟨v,b⟩ − ⟨b,w⟩⟨v,u⟩),

and these are equal.

Now use ‖b‖ = 1. It gives ⟨b,u⟩ = m − m‖b‖² = 0, so the two parts of Wv are orthogonal and

‖Wv‖² = D²(|⟨u,v⟩|² + ‖u‖²|⟨b,v⟩|²).

To bound the bracket, remove from v its component along b: let p = v − ⟨b,v⟩b. Then ⟨u,v⟩ = ⟨u,p⟩ and ‖v‖² = |⟨b,v⟩|² + ‖p‖². The Cauchy–Schwarz inequality gives

|⟨u,v⟩|² ≤ ‖u‖²‖p‖² = ‖u‖²(‖v‖² − |⟨b,v⟩|²),

so the bracket is at most ‖u‖²‖v‖², and ‖Wv‖ ≤ |D| ‖u‖ ‖v‖. In the other direction, Wb = −iDu, whose norm is |D| ‖u‖. Since b is a unit vector, the operator norm can't be smaller.

For a Hamiltonian H₀ + V the commutator is linear in the Hamiltonian, so for unit vectors f and g

⟨f, i[H₀+V, X]g⟩ − ⟨f, i[H₀, X]g⟩ = ⟨f, Wg⟩,

and |⟨f,Wg⟩| ≤ ‖W‖ = |D| ‖u‖. If u ≠ 0, the choice g = b, f = u/‖u‖ gives ⟨f,Wb⟩ = −iD‖u‖, which has exactly this modulus. If u = 0, both sides vanish for every f.

On a grid with coordinates x_i, where the subscript i labels points, m = Σ x_i|b_i|² and u_i = (x_i − m)b_i. Hence

‖u‖² = Σ (x_i − m)²|b_i|².

## Operators, potential and velocity in Lean

The states form a complex inner product space `E`, of any dimension.

```lean
import Mathlib

open scoped InnerProductSpace ComplexConjugate

namespace KleinmanBylanderVelocity

noncomputable section

variable {E : Type*} [NormedAddCommGroup E] [InnerProductSpace ℂ E]
```

Operators are continuous linear maps, written `E →L[ℂ] E`. Every finite matrix is one; the position operator of the unbounded continuum is not. Hermiticity is the usual exchange of sides in the inner product.

```lean
/-- An operator is Hermitian if it can be moved from one side of the inner product
to the other. -/
def Hermitian (A : E →L[ℂ] E) : Prop := ∀ v w : E, ⟪A v, w⟫_ℂ = ⟪v, A w⟫_ℂ
```

In the potential, `innerSL ℂ b` is the bra ⟨b|, and `smulRight b` attaches the ket. The strength `D` has type `ℝ`, as a Hermitian potential requires. The definition itself doesn't normalise `b`; the theorems that need this assume `‖b‖ = 1`. A projector β with strength D₀ is brought to this form by b = β/‖β‖ and D = D₀‖β‖².

```lean
/-- The separable potential `D |b⟩⟨b|` with one projector `b` and strength `D`. -/
def kbPotential (D : ℝ) (b : E) : E →L[ℂ] E :=
  (D : ℂ) • (innerSL ℂ b).smulRight b
```

The velocity is the Heisenberg time derivative of X in atomic units, with the product of operators meaning composition. `X` stands for one Cartesian component of position.

```lean
/-- The velocity operator `i (H X - X H)` of a Hamiltonian `H` with position operator `X`,
in atomic units. -/
def velocity (H X : E →L[ℂ] E) : E →L[ℂ] E := Complex.I • (H * X - X * H)
```

The vector u is called `deviation X b`.

```lean
/-- The vector `X b - ⟨b, X b⟩ b`. -/
def deviation (X : E →L[ℂ] E) (b : E) : E := X b - ⟪b, X b⟫_ℂ • b
```

## The commutator without the mean position

The first theorem is the formula for Wv, valid for `b` of any length. In its proof `h1` moves X across the inner product, `h2` shows that m is real, and `h3` expands ⟨u,v⟩. After `h4` has unfolded the commutator, `module` carries out the cancellation of the m terms.

```lean
/-- For Hermitian `X`, the nonlocal velocity term acts only through the projector `b`
and its deviation vector. -/
theorem kb_velocity_apply {X : E →L[ℂ] E} (hX : Hermitian X) (D : ℝ) (b v : E) :
    velocity (kbPotential D b) X v =
      (Complex.I * (D : ℂ)) •
        (⟪deviation X b, v⟫_ℂ • b - ⟪b, v⟫_ℂ • deviation X b) := by
  have h1 : ⟪b, X v⟫_ℂ = ⟪X b, v⟫_ℂ := (hX b v).symm
  -- the mean position is real
  have h2 : conj ⟪b, X b⟫_ℂ = ⟪b, X b⟫_ℂ := by
    rw [inner_conj_symm]
    exact hX b b
  have h3 : ⟪deviation X b, v⟫_ℂ = ⟪X b, v⟫_ℂ - ⟪b, X b⟫_ℂ * ⟪b, v⟫_ℂ := by
    rw [deviation, inner_sub_left, inner_smul_left, h2]
  have h4 : velocity (kbPotential D b) X v =
      Complex.I • ((D : ℂ) • (⟪b, X v⟫_ℂ • b) - X ((D : ℂ) • (⟪b, v⟫_ℂ • b))) := rfl
  rw [h4, h3, h1, map_smul, map_smul, deviation]
  module
```

Hermiticity follows by writing both inner products with this formula. The `simp only` step expands them and takes the complex conjugates, and `ring` confirms that the two expressions agree.

```lean
/-- For Hermitian `X` and real `D`, the nonlocal velocity term is Hermitian. -/
theorem kb_velocity_hermitian {X : E →L[ℂ] E} (hX : Hermitian X) (D : ℝ) (b : E) :
    Hermitian (velocity (kbPotential D b) X) := by
  intro v w
  rw [kb_velocity_apply hX, kb_velocity_apply hX]
  simp only [inner_smul_left, inner_smul_right, inner_sub_left, inner_sub_right,
    map_mul, Complex.conj_I, Complex.conj_ofReal, inner_conj_symm]
  ring
```

## Orthogonality and Bessel's inequality

The unit length of the projector enters here, through ⟨b,u⟩ = m − m = 0.

```lean
/-- The deviation vector of a unit projector is orthogonal to the projector. -/
theorem inner_deviation (X : E →L[ℂ] E) {b : E} (hb : ‖b‖ = 1) :
    ⟪b, deviation X b⟫_ℂ = 0 := by
  rw [deviation, inner_sub_right, inner_smul_right, inner_self_eq_norm_sq_to_K, hb]
  simp
```

The next lemma is Bessel's inequality multiplied through by ‖u‖², which lets it hold for u = 0 as well. For u ≠ 0, with û = u/‖u‖, it reads |⟨û,v⟩|² + |⟨b,v⟩|² ≤ ‖v‖². The vector p of the derivation appears as `v - ⟪b, v⟫_ℂ • b`: `h1` says that u doesn't see the removed component, `h2` and `h3` give Pythagoras, and `h4` is Cauchy–Schwarz.

```lean
/-- Bessel's inequality for a unit vector `b` and a vector `u` orthogonal to it,
with `u` not normalised. -/
theorem bessel_pair {b u : E} (hb : ‖b‖ = 1) (hu : ⟪b, u⟫_ℂ = 0) (v : E) :
    ‖⟪u, v⟫_ℂ‖ ^ 2 + ‖u‖ ^ 2 * ‖⟪b, v⟫_ℂ‖ ^ 2 ≤ ‖u‖ ^ 2 * ‖v‖ ^ 2 := by
  have hub : ⟪u, b⟫_ℂ = 0 := by rw [← inner_conj_symm, hu, map_zero]
  -- remove from v its component along b
  have h1 : ⟪u, v - ⟪b, v⟫_ℂ • b⟫_ℂ = ⟪u, v⟫_ℂ := by
    rw [inner_sub_right, inner_smul_right, hub, mul_zero, sub_zero]
  have h2 : ⟪b, v - ⟪b, v⟫_ℂ • b⟫_ℂ = 0 := by
    rw [inner_sub_right, inner_smul_right, inner_self_eq_norm_sq_to_K, hb]
    simp
  have h3 : ‖⟪b, v⟫_ℂ • b + (v - ⟪b, v⟫_ℂ • b)‖ ^ 2 =
      ‖⟪b, v⟫_ℂ • b‖ ^ 2 + ‖v - ⟪b, v⟫_ℂ • b‖ ^ 2 := by
    rw [norm_add_sq (𝕜 := ℂ), inner_smul_left, h2]
    simp
  rw [add_sub_cancel, norm_smul, hb, mul_one] at h3
  have h4 : ‖⟪u, v - ⟪b, v⟫_ℂ • b⟫_ℂ‖ ≤ ‖u‖ * ‖v - ⟪b, v⟫_ℂ • b‖ :=
    norm_inner_le_norm _ _
  rw [h1] at h4
  have h5 := pow_le_pow_left₀ (norm_nonneg _) h4 2
  rw [mul_pow] at h5
  rw [h3]
  linarith
```

## The exact norm

Acting on the projector leaves only the second part of the formula, so Wb = −iDu.

```lean
/-- For Hermitian `X` and a unit projector `b`, the nonlocal velocity term sends `b` to
`-i D` times its deviation vector. -/
theorem kb_velocity_projector {X : E →L[ℂ] E} (hX : Hermitian X) (D : ℝ) {b : E}
    (hb : ‖b‖ = 1) :
    velocity (kbPotential D b) X b = -((Complex.I * (D : ℂ)) • deviation X b) := by
  have h1 : ⟪deviation X b, b⟫_ℂ = 0 := by
    rw [← inner_conj_symm, inner_deviation X hb, map_zero]
  have h2 : ⟪b, b⟫_ℂ = 1 := by
    rw [inner_self_eq_norm_sq_to_K, hb]
    simp
  rw [kb_velocity_apply hX, h1, h2]
  module
```

The equality of norms is proved as two inequalities. For the upper one, `opNorm_le_bound` asks for a bound on ‖Wv‖ for every v; `hsq` is Pythagoras for the image, and `hle` combines it with the Bessel lemma by comparing squares. For the lower one, the general inequality ‖Wb‖ ≤ ‖W‖‖b‖ is applied to the projector.

```lean
/-- For Hermitian `X` and a unit projector `b`, the operator norm of the nonlocal velocity
term is exactly `|D| ‖X b - ⟨b, X b⟩ b‖`. -/
theorem norm_kb_velocity {X : E →L[ℂ] E} (hX : Hermitian X) (D : ℝ) {b : E}
    (hb : ‖b‖ = 1) :
    ‖velocity (kbPotential D b) X‖ = |D| * ‖deviation X b‖ := by
  apply le_antisymm
  · refine ContinuousLinearMap.opNorm_le_bound _ (by positivity) fun v => ?_
    have hu := inner_deviation X hb
    have hB := bessel_pair hb hu v
    -- Pythagoras for the two orthogonal components of the image
    have hsq : ‖⟪deviation X b, v⟫_ℂ • b - ⟪b, v⟫_ℂ • deviation X b‖ ^ 2 =
        ‖⟪deviation X b, v⟫_ℂ‖ ^ 2 + ‖deviation X b‖ ^ 2 * ‖⟪b, v⟫_ℂ‖ ^ 2 := by
      rw [norm_sub_sq (𝕜 := ℂ), inner_smul_left, inner_smul_right, hu,
        norm_smul, norm_smul, hb]
      simp only [mul_zero, map_zero, sub_zero, mul_one]
      ring
    have hle : ‖⟪deviation X b, v⟫_ℂ • b - ⟪b, v⟫_ℂ • deviation X b‖ ≤
        ‖deviation X b‖ * ‖v‖ := by
      refine (pow_le_pow_iff_left₀ (norm_nonneg _) (by positivity) two_ne_zero).1 ?_
      rw [hsq, mul_pow]
      exact hB
    rw [kb_velocity_apply hX, norm_smul, norm_mul, Complex.norm_I, one_mul,
      Complex.norm_real, Real.norm_eq_abs, mul_assoc]
    exact mul_le_mul_of_nonneg_left hle (abs_nonneg D)
  · -- the projector itself reaches the bound
    have h := (velocity (kbPotential D b) X).le_opNorm b
    rw [hb, mul_one, kb_velocity_projector hX D hb, norm_neg, norm_smul, norm_mul,
      Complex.norm_I, one_mul, Complex.norm_real, Real.norm_eq_abs] at h
    exact h
```

## Errors in matrix elements

The operator `H₀` is arbitrary apart from being bounded, and may contain the kinetic energy matrix and local potentials. The states `f` and `g` are the same in both matrix elements, so the bound concerns the change of the velocity operator alone, and not a change of the wavefunctions when V is removed from the Hamiltonian. In the proof `hadd` expresses linearity of the commutator, and Cauchy–Schwarz and the operator norm finish the estimate.

```lean
/-- For Hermitian `X` and a unit projector `b`, leaving the separable potential out of the
velocity operator changes a matrix element between unit vectors by at most
`|D| ‖X b - ⟨b, X b⟩ b‖`, whatever the rest `H₀` of the Hamiltonian. -/
theorem matrix_element_error_le {X : E →L[ℂ] E} (hX : Hermitian X) (H₀ : E →L[ℂ] E)
    (D : ℝ) {b f g : E} (hb : ‖b‖ = 1) (hf : ‖f‖ = 1) (hg : ‖g‖ = 1) :
    ‖⟪f, velocity (H₀ + kbPotential D b) X g⟫_ℂ - ⟪f, velocity H₀ X g⟫_ℂ‖ ≤
      |D| * ‖deviation X b‖ := by
  have hadd : velocity (H₀ + kbPotential D b) X =
      velocity H₀ X + velocity (kbPotential D b) X := by
    unfold velocity
    rw [add_mul, mul_add]
    module
  rw [hadd, add_apply, inner_add_right, add_sub_cancel_left]
  have h1 := norm_inner_le_norm (𝕜 := ℂ) f (velocity (kbPotential D b) X g)
  have h2 := (velocity (kbPotential D b) X).le_opNorm g
  rw [hf, one_mul] at h1
  rw [hg, mul_one, norm_kb_velocity hX D hb] at h2
  exact h1.trans h2
```

That the bound is reached is stated for the matrix element of W itself, which is the difference in the previous theorem. The proof treats u = 0 separately and otherwise takes `f` to be u/‖u‖. The states b and f used here need not be eigenstates of the system's Hamiltonian H₀ + V, and the error for a given optical transition may be much smaller.

```lean
/-- For Hermitian `X` and a unit projector `b`, some unit vector `f` gives the nonlocal
velocity term a matrix element with `b` of modulus exactly `|D| ‖X b - ⟨b, X b⟩ b‖`. -/
theorem matrix_element_attained {X : E →L[ℂ] E} (hX : Hermitian X) (D : ℝ) {b : E}
    (hb : ‖b‖ = 1) :
    ∃ f : E, ‖f‖ = 1 ∧
      ‖⟪f, velocity (kbPotential D b) X b⟫_ℂ‖ = |D| * ‖deviation X b‖ := by
  rw [kb_velocity_projector hX D hb]
  by_cases h : deviation X b = 0
  · exact ⟨b, hb, by rw [h]; simp⟩
  · have hn : ‖deviation X b‖ ≠ 0 := norm_ne_zero_iff.mpr h
    have hs : ‖⟪deviation X b, deviation X b⟫_ℂ‖ = ‖deviation X b‖ ^ 2 := by
      rw [inner_self_eq_norm_sq_to_K]
      simp
    -- take f along the deviation vector
    refine ⟨((‖deviation X b‖⁻¹ : ℝ) : ℂ) • deviation X b, ?_, ?_⟩
    · rw [norm_smul, Complex.norm_real, norm_inv, norm_norm, inv_mul_cancel₀ hn]
    · rw [inner_neg_right, norm_neg, inner_smul_left, inner_smul_right]
      simp only [norm_mul, hs, Complex.conj_ofReal, Complex.norm_real, Complex.norm_I,
        Real.norm_eq_abs, abs_inv, abs_norm, one_mul]
      field_simp
```

## Standard deviation on a finite grid

The grid is a finite index type `ι`, and `x i` is the chosen coordinate of point `i`. The points may lie in three dimensions and need no regular spacing. `EuclideanSpace ℂ ι` carries the inner product Σ conj(v_i)w_i without a volume weight, so the square root of any quadrature weight belongs in the components of the vectors.

```lean
variable {ι : Type*} [Fintype ι]

/-- The real diagonal position matrix on a finite grid: multiplication by the
coordinate `x i` at point `i`. -/
def gridPosition (x : ι → ℝ) : EuclideanSpace ℂ ι →L[ℂ] EuclideanSpace ℂ ι :=
  LinearMap.toContinuousLinearMap
    { toFun := fun v => WithLp.toLp 2 (fun i => (x i : ℂ) * v i)
      map_add' := fun v w => by
        ext i
        change (x i : ℂ) * (v i + w i) = (x i : ℂ) * v i + (x i : ℂ) * w i
        ring
      map_smul' := fun c v => by
        ext i
        change (x i : ℂ) * (c * v i) = c * ((x i : ℂ) * v i)
        ring }
```

For a unit vector b the numbers |b_i|² add up to one, and `gridMean` is the mean position in that density.

```lean
/-- The sum `∑ x i |b i|²`, which for a unit vector `b` is the mean position in the density
`|b i|²`. -/
def gridMean (x : ι → ℝ) (b : EuclideanSpace ℂ ι) : ℝ := ∑ i, x i * ‖b i‖ ^ 2
```

Real coordinates make the position matrix Hermitian, point by point. This supplies the hypothesis on X in the general theorems.

```lean
/-- The position matrix on a grid with real coordinates is Hermitian. -/
theorem gridPosition_hermitian_witness (x : ι → ℝ) : Hermitian (gridPosition x) := by
  intro v w
  rw [PiLp.inner_apply, PiLp.inner_apply]
  refine Finset.sum_congr rfl fun i _ => ?_
  change ⟪(x i : ℂ) * v i, w i⟫_ℂ = ⟪v i, (x i : ℂ) * w i⟫_ℂ
  simp only [RCLike.inner_apply, map_mul, Complex.conj_ofReal]
  ring
```

The last theorem puts the components of u into the norm formula. In its proof `hm` identifies ⟨b,Xb⟩ with the mean, and `hd` computes |u_i|² = (x_i − m)²|b_i|². The sum under the root is therefore the variance of position.

```lean
/-- On a grid, the norm of the nonlocal velocity term of a unit projector `b` is `|D|` times
the standard deviation of position in the density `|b i|²`. -/
theorem norm_kb_velocity_grid (x : ι → ℝ) (D : ℝ) {b : EuclideanSpace ℂ ι}
    (hb : ‖b‖ = 1) :
    ‖velocity (kbPotential D b) (gridPosition x)‖ =
      |D| * √(∑ i, (x i - gridMean x b) ^ 2 * ‖b i‖ ^ 2) := by
  have hm : ⟪b, gridPosition x b⟫_ℂ = (gridMean x b : ℂ) := by
    rw [PiLp.inner_apply, gridMean, Complex.ofReal_sum]
    refine Finset.sum_congr rfl fun i _ => ?_
    change ⟪b i, (x i : ℂ) * b i⟫_ℂ = _
    have h : b i * conj (b i) = ((‖b i‖ ^ 2 : ℝ) : ℂ) := by
      rw [Complex.mul_conj, Complex.normSq_eq_norm_sq]
    rw [Complex.ofReal_mul, ← h, RCLike.inner_apply]
    ring
  -- components of the deviation vector
  have hd : ∀ i, ‖deviation (gridPosition x) b i‖ ^ 2 =
      (x i - gridMean x b) ^ 2 * ‖b i‖ ^ 2 := by
    intro i
    have h : deviation (gridPosition x) b i = ((x i - gridMean x b : ℝ) : ℂ) * b i := by
      change (x i : ℂ) * b i - ⟪b, gridPosition x b⟫_ℂ * b i = _
      rw [hm, Complex.ofReal_sub]
      ring
    rw [h, norm_mul, mul_pow, Complex.norm_real, Real.norm_eq_abs, sq_abs]
  rw [norm_kb_velocity (gridPosition_hermitian_witness x) D hb, EuclideanSpace.norm_eq,
    Finset.sum_congr rfl fun i _ => hd i]

end

end KleinmanBylanderVelocity
```

```lean
#print axioms KleinmanBylanderVelocity.kb_velocity_hermitian
#print axioms KleinmanBylanderVelocity.matrix_element_error_le
#print axioms KleinmanBylanderVelocity.matrix_element_attained
#print axioms KleinmanBylanderVelocity.norm_kb_velocity_grid
```

```
'KleinmanBylanderVelocity.kb_velocity_hermitian' depends on axioms: [propext, Classical.choice, Quot.sound]
'KleinmanBylanderVelocity.matrix_element_error_le' depends on axioms: [propext, Classical.choice, Quot.sound]
'KleinmanBylanderVelocity.matrix_element_attained' depends on axioms: [propext, Classical.choice, Quot.sound]
'KleinmanBylanderVelocity.norm_kb_velocity_grid' depends on axioms: [propext, Classical.choice, Quot.sound]
```

The potential has a single projector. With several projectors the velocity terms add, and the triangle inequality bounds the norm of their sum by the sum of the individual norms, though equality then generally fails.
